# Splitting the kinetic trace of correlated Gaussians into centre-of-mass and relative parts

## Coordinates, masses and exponent matrices

Take one or more particles with masses $m_j>0$, total mass $M=\sum_j m_j$ and positions $x_j$ along one Cartesian axis. New coordinates $y=Ux$ are defined by an invertible real matrix $U$. Its row $0$ gives the centre of mass and its remaining rows, labelled $k,l$, give relative coordinates:

$$U_{0j}=\frac{m_j}{M},\qquad \sum_j U_{kj}=0 .$$

The inverse masses form the diagonal matrix $\Lambda=\mathrm{diag}(1/m_j)$. In the relative coordinates the corresponding matrix is

$$\Lambda'_{kl}=\sum_j \frac{U_{kj}U_{lj}}{m_j}.$$

A correlated Gaussian is written $\exp(-x^TAx)$, without a factor $\tfrac12$ in the exponent. The two exponent matrices considered here do not couple the centre of mass to the relative coordinates:

$$A=U^T\tilde A\,U,\quad \tilde A=\mathrm{diag}(a,A'),\qquad B=U^T\tilde B\,U,\quad \tilde B=\mathrm{diag}(b,B').$$

The numbers $a,b$ set the width of the centre-of-mass factor, and the matrices $A',B'$ describe the internal motion. Assume $a+b\neq0$ and $A'+B'$ invertible.

## The splitting, and what remains after subtraction

The kinetic trace is a sum of two terms:

$$\mathrm{tr}\big(A(A+B)^{-1}B\Lambda\big)=\frac{ab}{(a+b)M}+\mathrm{tr}\big(A'(A'+B')^{-1}B'\Lambda'\big).$$

The first term belongs to the centre-of-mass kinetic energy $P^2/2M$, where $P=\sum_j p_j$ is the total momentum. Expanding the square gives $\tfrac12\sum_{ij}p_ip_j/M$, so its coefficient matrix $C$ has every entry equal to $1/M$. Then

$$\mathrm{tr}\big(A(A+B)^{-1}BC\big)=\frac{ab}{(a+b)M},$$

$$\mathrm{tr}\big(A(A+B)^{-1}B(\Lambda-C)\big)=\mathrm{tr}\big(A'(A'+B')^{-1}B'\Lambda'\big).$$

The last right-hand side contains neither $a$ nor $b$.

## Kinetic matrix elements in particle coordinates

For real, symmetric, positive definite exponents and non-relativistic particles, with $\hbar=1$, the kinetic matrix element divided by the overlap is $\mathrm{tr}(A(A+B)^{-1}B\Lambda)$ per Cartesian direction. In three dimensions, with the same exponent matrix for each direction, it is three times that.

A few-body code can therefore keep all particle coordinates and use $\Lambda-C$ in place of $\Lambda$ to obtain the internal kinetic energy. For exponents of the form above, each matrix element divided by its overlap agrees with that of a code that works in relative coordinates with $\Lambda'$. The internal kinetic energy of a linear combination of basis functions agrees as well if they all share the same $a$, since the centre-of-mass factor of the overlap is then common to all pairs; with different values of $a$ it can differ. The splitting also suggests a simple check: changing $a$ in one basis function should leave the internal kinetic matrix element divided by the overlap unchanged up to rounding. The overlap itself does change, so the check applies to the ratio and not to the raw matrix element.

## From row sums to the trace

**Row sums.** The relative rows sum to zero by assumption. The centre-of-mass row gives $\sum_j m_j/M=1$.

**Inverse masses.** In row $0$ the masses cancel. For any row $i$,

$$(U\Lambda U^T)_{0i}=\sum_j\frac{m_j}{M}\frac1{m_j}U_{ij}=\frac1M\sum_jU_{ij}.$$

This is $1/M$ for $i=0$ and zero for a relative row. The matrix is symmetric, so column $0$ has the same entries. The remaining block is $\Lambda'$ by definition, hence

$$U\Lambda U^T=\mathrm{diag}(1/M,\Lambda').$$

For the centre-of-mass matrix, the double sum factorises:

$$(UCU^T)_{ij}=\frac1M\Big(\sum_rU_{ir}\Big)\Big(\sum_sU_{js}\Big),\qquad UCU^T=\mathrm{diag}(1/M,0).$$

**Moving $U$ onto the masses.** Since $A+B=U^T(\tilde A+\tilde B)U$,

$$(A+B)^{-1}=U^{-1}(\tilde A+\tilde B)^{-1}(U^T)^{-1}.$$

The inner factors cancel in the product:

$$A(A+B)^{-1}B\Lambda=U^T\tilde A(\tilde A+\tilde B)^{-1}\tilde B\,U\Lambda.$$

Cyclicity of the trace brings $U^T$ to the right-hand end:

$$\mathrm{tr}\big(A(A+B)^{-1}B\Lambda\big)=\mathrm{tr}\big(\tilde A(\tilde A+\tilde B)^{-1}\tilde B\,U\Lambda U^T\big).$$

**Block trace.** Block-diagonal matrices are added, multiplied and inverted block by block. The matrix under the last trace is thus

$$\mathrm{diag}\Big(\frac{ab}{a+b}\,\frac1M,\;A'(A'+B')^{-1}B'\Lambda'\Big),$$

and its trace is the stated sum. Replacing $\Lambda$ by $C$ replaces $\Lambda'$ by $0$ and leaves only the first term. Since the trace is linear in the inverse-mass matrix, subtraction gives the internal part.

**Two particles.** With $y_0=(m_1x_1+m_2x_2)/M$ and $y_1=x_1-x_2$, the positions are recovered from $x_1=y_0+(m_2/M)y_1$ and $x_2=y_0-(m_1/M)y_1$, so $U$ is invertible. The relative row is $(1,-1)$, which gives $\Lambda'=1/m_1+1/m_2$, the inverse of the reduced mass.

## The Lean file

```lean
import Mathlib

open Matrix

namespace CorrelatedGaussianKinetic

noncomputable section

variable {κ : Type*} [Fintype κ] [DecidableEq κ]

/-- The total mass of the particles. -/
def totalMass (m : Unit ⊕ κ → ℝ) : ℝ := ∑ i, m i

/-- The diagonal matrix of inverse particle masses, for nonzero masses. -/
def invMass (m : Unit ⊕ κ → ℝ) : Matrix (Unit ⊕ κ) (Unit ⊕ κ) ℝ :=
  diagonal fun i => 1 / m i

/-- The coefficient matrix of the centre-of-mass kinetic energy `P² / 2M`, where `P` is the sum
of all momenta: every entry is `1 / M`, for nonzero total mass `M`. -/
def cmInvMass (m : Unit ⊕ κ → ℝ) : Matrix (Unit ⊕ κ) (Unit ⊕ κ) ℝ :=
  of fun _ _ => 1 / totalMass m

/-- An invertible change of coordinates whose first new coordinate is the centre of mass and
whose other coordinates are relative (their coefficients sum to zero); the total mass is
taken nonzero. -/
structure IsCMFrame (m : Unit ⊕ κ → ℝ) (U : Matrix (Unit ⊕ κ) (Unit ⊕ κ) ℝ) : Prop where
  cm : ∀ u j, U (Sum.inl u) j = m j / totalMass m
  rel : ∀ k, ∑ j, U (Sum.inr k) j = 0
  inv : IsUnit U.det

/-- The inverse-mass matrix `Λ'` of the relative coordinates, for nonzero masses. -/
def relInvMass (m : Unit ⊕ κ → ℝ) (U : Matrix (Unit ⊕ κ) (Unit ⊕ κ) ℝ) : Matrix κ κ ℝ :=
  of fun k l => ∑ j, U (Sum.inr k) j * U (Sum.inr l) j / m j

/-- The block-diagonal matrix `diag(a, A')`. -/
def cmBlock (a : ℝ) (A' : Matrix κ κ ℝ) : Matrix (Unit ⊕ κ) (Unit ⊕ κ) ℝ :=
  fromBlocks (of fun _ _ => a) 0 0 A'

/-- The exponent matrix, in particle coordinates, of a Gaussian with centre-of-mass exponent `a` and
relative exponent matrix `A'`, when `U` is a centre-of-mass frame. -/
def gaussExp (U : Matrix (Unit ⊕ κ) (Unit ⊕ κ) ℝ) (a : ℝ) (A' : Matrix κ κ ℝ) :
    Matrix (Unit ⊕ κ) (Unit ⊕ κ) ℝ :=
  Uᵀ * cmBlock a A' * U

/-- The kinetic trace `tr(A (A + B)⁻¹ B L)` of two exponent matrices and an inverse-mass
matrix `L`, for invertible `A + B`. -/
def kinTrace {ι : Type*} [Fintype ι] [DecidableEq ι] (A B L : Matrix ι ι ℝ) : ℝ :=
  trace (A * (A + B)⁻¹ * B * L)

variable {m : Unit ⊕ κ → ℝ} {U : Matrix (Unit ⊕ κ) (Unit ⊕ κ) ℝ}

/-- For positive masses, a unit shift of all particles moves the centre of mass by one and
leaves every relative coordinate unchanged. -/
theorem row_sum (hm : ∀ i, 0 < m i) (h : IsCMFrame m U) (i : Unit ⊕ κ) :
    ∑ j, U i j = Sum.elim (fun _ => (1 : ℝ)) (fun _ => 0) i := by
  have hM : totalMass m ≠ 0 :=
    (Finset.sum_pos (fun i _ => hm i) ⟨Sum.inl (), Finset.mem_univ _⟩).ne'
  rcases i with u | k
  · simp only [h.cm, Sum.elim_inl]
    rw [← Finset.sum_div]
    exact div_self hM
  · exact h.rel k

/-- For positive masses, the inverse-mass matrix has no coupling between the centre of mass and
the relative coordinates: `U diag(1/m) Uᵀ = diag(1/M, Λ')`. -/
theorem invMass_transform (hm : ∀ i, 0 < m i) (h : IsCMFrame m U) :
    U * invMass m * Uᵀ = cmBlock (1 / totalMass m) (relInvMass m U) := by
  have hM : totalMass m ≠ 0 :=
    (Finset.sum_pos (fun i _ => hm i) ⟨Sum.inl (), Finset.mem_univ _⟩).ne'
  -- the masses cancel in the centre-of-mass row, which leaves a row sum
  have key : ∀ u j, ∑ k, U (Sum.inl u) k * (1 / m k) * U j k
      = 1 / totalMass m * ∑ k, U j k := by
    intro u j
    rw [Finset.mul_sum]
    refine Finset.sum_congr rfl fun k _ => ?_
    have hk := (hm k).ne'
    rw [h.cm u k]
    field_simp
  ext i j
  rw [Matrix.mul_apply]
  simp only [invMass, Matrix.mul_diagonal, Matrix.transpose_apply]
  rcases i with u | k <;> rcases j with v | l
  · rw [key, row_sum hm h]
    simp [cmBlock]
  · rw [key, row_sum hm h]
    simp [cmBlock]
  · rw [show (∑ x, U (Sum.inr k) x * (1 / m x) * U (Sum.inl v) x)
        = ∑ x, U (Sum.inl v) x * (1 / m x) * U (Sum.inr k) x from
        Finset.sum_congr rfl fun x _ => by ring, key, row_sum hm h]
    simp [cmBlock]
  · simp only [cmBlock, fromBlocks_apply₂₂, relInvMass, of_apply]
    exact Finset.sum_congr rfl fun x _ => by ring

/-- For positive masses and a centre-of-mass frame `U`, the centre-of-mass kinetic energy involves
the centre-of-mass coordinate alone: `U * cmInvMass m * Uᵀ = diag(1/M, 0)`. -/
theorem cmInvMass_transform (hm : ∀ i, 0 < m i) (h : IsCMFrame m U) :
    U * cmInvMass m * Uᵀ = cmBlock (1 / totalMass m) 0 := by
  ext i j
  simp only [Matrix.mul_apply, cmInvMass, of_apply, Matrix.transpose_apply,
    ← Finset.sum_mul, ← Finset.mul_sum]
  rw [row_sum hm h i, row_sum hm h j]
  rcases i with u | k <;> rcases j with v | l <;> simp [cmBlock]

/-- An invertible change of coordinates can be moved from the exponent matrices onto the
inverse-mass matrix. -/
theorem kinTrace_congruence {ι : Type*} [Fintype ι] [DecidableEq ι] (V X Y L : Matrix ι ι ℝ)
    (hV : IsUnit V.det) :
    kinTrace (Vᵀ * X * V) (Vᵀ * Y * V) L = kinTrace X Y (V * L * Vᵀ) := by
  have hs : Vᵀ * X * V + Vᵀ * Y * V = Vᵀ * (X + Y) * V := by
    rw [Matrix.mul_add, Matrix.add_mul]
  have h1 : V * V⁻¹ = 1 := Matrix.mul_nonsing_inv V hV
  have h2 : (Vᵀ)⁻¹ * Vᵀ = 1 := Matrix.nonsing_inv_mul _ (by rwa [Matrix.det_transpose])
  unfold kinTrace
  rw [hs, Matrix.mul_inv_rev, Matrix.mul_inv_rev]
  calc trace (Vᵀ * X * V * (V⁻¹ * ((X + Y)⁻¹ * (Vᵀ)⁻¹)) * (Vᵀ * Y * V) * L)
      = trace (Vᵀ * (X * (V * V⁻¹) * (X + Y)⁻¹ * ((Vᵀ)⁻¹ * Vᵀ) * Y * V * L)) := by
        simp only [Matrix.mul_assoc]
    _ = trace (X * (X + Y)⁻¹ * Y * (V * L * Vᵀ)) := by
        rw [h1, h2, Matrix.trace_mul_comm]
        simp only [Matrix.mul_assoc, Matrix.one_mul]

/-- For block-diagonal matrices with `a + b ≠ 0` and `A' + B'` invertible, the kinetic trace is
the sum of the contributions of the two blocks. -/
theorem kinTrace_block {a b : ℝ} {A' B' : Matrix κ κ ℝ} (c : ℝ) (L' : Matrix κ κ ℝ)
    (hab : a + b ≠ 0) (hAB : IsUnit (A' + B').det) :
    kinTrace (cmBlock a A') (cmBlock b B') (cmBlock c L')
      = a * b / (a + b) * c + kinTrace A' B' L' := by
  have hmul : ∀ (x y : ℝ) (X Y : Matrix κ κ ℝ),
      cmBlock x X * cmBlock y Y = cmBlock (x * y) (X * Y) := by
    intro x y X Y
    ext (u | k) (v | l) <;> simp [cmBlock, Matrix.mul_apply]
  have hadd : cmBlock a A' + cmBlock b B' = cmBlock (a + b) (A' + B') := by
    ext (u | k) (v | l) <;> simp [cmBlock]
  have hone : cmBlock 1 (1 : Matrix κ κ ℝ) = 1 := by
    ext (u | k) (v | l) <;> simp [cmBlock, Matrix.one_apply]
  -- the inverse is taken block by block
  have hinv : (cmBlock (a + b) (A' + B'))⁻¹ = cmBlock (a + b)⁻¹ (A' + B')⁻¹ := by
    apply Matrix.inv_eq_right_inv
    rw [hmul, mul_inv_cancel₀ hab, Matrix.mul_nonsing_inv _ hAB, hone]
  have htr : ∀ (x : ℝ) (X : Matrix κ κ ℝ), trace (cmBlock x X) = x + trace X := by
    intro x X
    simp [Matrix.trace, cmBlock]
  unfold kinTrace
  rw [hadd, hinv, hmul, hmul, hmul, htr]
  ring

/-- For positive masses, a centre-of-mass frame `U`, `a + b ≠ 0` and `A' + B'` invertible, the
kinetic trace of two correlated Gaussians whose exponents do not couple the centre of mass to the
relative coordinates is a centre-of-mass term plus the trace over relative coordinates. -/
theorem kinTrace_separation (hm : ∀ i, 0 < m i) (h : IsCMFrame m U) {a b : ℝ}
    {A' B' : Matrix κ κ ℝ} (hab : a + b ≠ 0) (hAB : IsUnit (A' + B').det) :
    kinTrace (gaussExp U a A') (gaussExp U b B') (invMass m)
      = a * b / ((a + b) * totalMass m) + kinTrace A' B' (relInvMass m U) := by
  unfold gaussExp
  rw [kinTrace_congruence _ _ _ _ h.inv, invMass_transform hm h, kinTrace_block _ _ hab hAB,
    div_mul_div_comm, mul_one]

/-- Under the same conditions, the centre-of-mass kinetic energy alone has the kinetic trace
`ab / ((a + b) M)`. -/
theorem kinTrace_cm (hm : ∀ i, 0 < m i) (h : IsCMFrame m U) {a b : ℝ}
    {A' B' : Matrix κ κ ℝ} (hab : a + b ≠ 0) (hAB : IsUnit (A' + B').det) :
    kinTrace (gaussExp U a A') (gaussExp U b B') (cmInvMass m)
      = a * b / ((a + b) * totalMass m) := by
  have h0 : kinTrace A' B' 0 = 0 := by simp [kinTrace]
  unfold gaussExp
  rw [kinTrace_congruence _ _ _ _ h.inv, cmInvMass_transform hm h, kinTrace_block _ _ hab hAB,
    div_mul_div_comm, mul_one, h0, add_zero]

/-- Under the same conditions, subtracting the centre-of-mass kinetic energy leaves exactly the
trace over relative coordinates, whatever `a` and `b` are. -/
theorem kinTrace_intrinsic (hm : ∀ i, 0 < m i) (h : IsCMFrame m U) {a b : ℝ}
    {A' B' : Matrix κ κ ℝ} (hab : a + b ≠ 0) (hAB : IsUnit (A' + B').det) :
    kinTrace (gaussExp U a A') (gaussExp U b B') (invMass m - cmInvMass m)
      = kinTrace A' B' (relInvMass m U) := by
  have hsub : ∀ A B K L : Matrix (Unit ⊕ κ) (Unit ⊕ κ) ℝ,
      kinTrace A B (K - L) = kinTrace A B K - kinTrace A B L := by
    intro A B K L
    unfold kinTrace
    rw [Matrix.mul_sub, Matrix.trace_sub]
  rw [hsub, kinTrace_separation hm h hab hAB, kinTrace_cm hm h hab hAB]
  ring

/-- The two-particle coordinates: centre of mass and separation `x₁ - x₂`, for
`m₁ + m₂ ≠ 0`. -/
def twoBody (m₁ m₂ : ℝ) : Matrix (Unit ⊕ Unit) (Unit ⊕ Unit) ℝ :=
  fromBlocks (of fun _ _ => m₁ / (m₁ + m₂)) (of fun _ _ => m₂ / (m₁ + m₂))
    (of fun _ _ => 1) (of fun _ _ => -1)

/-- For two positive masses, the centre of mass and the separation form a centre-of-mass frame,
and the relative inverse mass is `1/m₁ + 1/m₂`. -/
theorem twoBody_witness {m₁ m₂ : ℝ} (h₁ : 0 < m₁) (h₂ : 0 < m₂) :
    IsCMFrame (Sum.elim (fun _ => m₁) (fun _ => m₂)) (twoBody m₁ m₂) ∧
    relInvMass (Sum.elim (fun _ => m₁) (fun _ => m₂)) (twoBody m₁ m₂)
      = of fun _ _ => 1 / m₁ + 1 / m₂ := by
  have hM : m₁ + m₂ ≠ 0 := (add_pos h₁ h₂).ne'
  -- the inverse transformation recovers the particle positions
  have hinv : twoBody m₁ m₂ * fromBlocks (of fun _ _ => 1) (of fun _ _ => m₂ / (m₁ + m₂))
      (of fun _ _ => 1) (of fun _ _ => -(m₁ / (m₁ + m₂))) = 1 := by
    ext (u | u) (v | v) <;> simp [twoBody, Matrix.mul_apply] <;>
      field_simp <;> ring
  refine ⟨⟨?_, ?_, Matrix.isUnit_det_of_right_inverse hinv⟩, ?_⟩
  · rintro u (v | v) <;> simp [twoBody, totalMass]
  · intro k
    simp [twoBody]
  · ext k l
    simp [relInvMass, twoBody]

end

end CorrelatedGaussianKinetic
```

```lean
#print axioms CorrelatedGaussianKinetic.kinTrace_separation
#print axioms CorrelatedGaussianKinetic.kinTrace_intrinsic
```

```
'CorrelatedGaussianKinetic.kinTrace_separation' depends on axioms: [propext, Classical.choice, Quot.sound]
'CorrelatedGaussianKinetic.kinTrace_intrinsic' depends on axioms: [propext, Classical.choice, Quot.sound]
```

## Reading the theorems and their proofs

Particles and new coordinates share the index type `Unit ⊕ κ`, where `κ` is finite. For new coordinates, `Sum.inl` marks the centre of mass, written $0$ above, and `Sum.inr k` marks a relative coordinate. For particles the same type is merely a list of labels that singles out no particle. If `κ` is empty there is one particle, and the relative trace is zero.

The matrices $\Lambda$, $C$ and $\Lambda'$ are `invMass m`, `cmInvMass m` and `relInvMass m U`. The block matrix $\mathrm{diag}(a,A')$ is `cmBlock a A'`, and `gaussExp U a A'` is the exponent matrix $A$. The structure `IsCMFrame` collects the three conditions on $U$: the mass-weighted row, the zero row sums and an invertible determinant. The conditions on the exponents appear as `a + b ≠ 0` and `IsUnit (A' + B').det`.

With `kinTrace` denoting the trace expression, `kinTrace_separation` states the two-term formula, `kinTrace_cm` the centre-of-mass part and `kinTrace_intrinsic` the result after subtraction.

The proofs follow the derivation closely:

- `row_sum` evaluates the row sums, using positive masses to obtain $M\neq0$.
- `invMass_transform` cancels the masses in its local statement `key`, then checks the four blocks. `cmInvMass_transform` factors the double sum.
- `kinTrace_congruence` expands the inverse of the product, cancels $UU^{-1}$ and $(U^T)^{-1}U^T$, and applies `Matrix.trace_mul_comm` for the cyclic step.
- `kinTrace_block` establishes block-wise multiplication and addition, confirms the block inverse by multiplying it out, and splits the trace.
- The three `kinTrace` results named above combine these lemmas; the last also uses linearity in the inverse-mass matrix.
- `twoBody_witness` supplies the inverse of the two-particle transformation explicitly and computes its relative inverse mass.

## Limits of the result, and a frame in which the splitting fails

The theorems concern finite real matrices. They contain no wavefunctions or integrals, so the link between the trace and a kinetic matrix element is the standard Gaussian integral quoted earlier, not a consequence of the file. Symmetry and positivity of the exponents are not required for the algebra, but a normalisable Gaussian needs a positive definite exponent. Exponents that couple the centre of mass to relative coordinates, Gaussians with displaced centres and complex exponents are not treated. Nor do the theorems bound rounding errors, which can matter when $A+B$ is nearly singular.

The zero row sums are essential to the formulas for the traces with $C$ and $\Lambda-C$. Take $m_1=m_2=1$ and use the centre of mass together with the position of particle 2:

$$U=\begin{pmatrix}\tfrac12&\tfrac12\\[2pt]0&1\end{pmatrix}.$$

This matrix is invertible and has the correct first row, but its second row sums to $1$. Now

$$U\Lambda U^T=\begin{pmatrix}\tfrac12&\tfrac12\\[2pt]\tfrac12&1\end{pmatrix},\qquad UCU^T=\begin{pmatrix}\tfrac12&\tfrac12\\[2pt]\tfrac12&\tfrac12\end{pmatrix},$$

so the inverse-mass matrix is no longer block diagonal. Choose $a=b=2$ and $A'=B'=2$, for which $\tilde A(\tilde A+\tilde B)^{-1}\tilde B$ is the identity. The full trace is $\tfrac32$, which still equals $\tfrac12+1$, because the off-diagonal entries do not enter it. The trace with $C$, however, is $1$ and not the $\tfrac12$ of the formula, and the trace with $\Lambda-C$ is $\tfrac12$ and not the value $1$ given by $\Lambda'$. The subtraction itself is still correct: $1$ and $\tfrac12$ are the true centre-of-mass and internal parts for this Gaussian, which couples the centre of mass to $x_1-x_2$. The mistake would be to take the trace with $\Lambda'$ as the internal part, and a comparison of the full trace alone would not reveal it.
